# Cutting bonds at an attractive pair-potential minimum costs energy but produces no surface stress

Take a finite, non-empty set of broken bonds, all of the same length r0 > 0, and let the pair potential φ, measured from the energy of separated atoms, be negative and stationary at r0. The surface made by breaking these bonds has a positive excess energy, and the first derivative of that energy with respect to strain is zero for every homogeneous strain. The surface energy is positive while the surface stress vanishes.

## Energy of a cut and its response to strain

Creating a surface and stretching a surface are different operations. The first breaks bonds, and its cost per area is the surface energy γ. The second leaves the set of broken bonds as it is and changes their geometry. The surface stress measures the first-order change of the total excess energy under such a stretch, divided by the area. In a simple liquid the two quantities agree, because a stretched liquid surface is replenished with molecules from below. A crystal surface strained elastically keeps its atoms, and the two can differ.

The model is a static crystal with pair interactions between neighbours at one distance. Cutting it creates two surfaces, so each surface is charged half the energy of every broken bond. Let the broken bonds be vectors b_i, with i running over N bonds, and let e be a linear map that describes the strain. At strain parameter t the bond b_i has become b_i + t e b_i, and the excess energy is

E(t) = −(1/2) Σ_i φ(‖b_i + t e b_i‖).

The minus sign is there because the surface lacks these bonds: losing a negative energy is a cost. The zero of φ is the energy of two separated atoms.

In a static simulation whose pair potential reaches only nearest neighbours, with the lattice at the potential minimum, a computed surface stress of zero beside a positive surface energy is therefore the expected outcome.

## The statement and its Lean terms

The main theorem, `positive_energy_zero_stress`, says that for every strain e

E(0) > 0 and E′(0) = 0.

The bond vectors live in `V`, a real inner product space, which includes R^d with its usual length. The index type `ι` labels bonds, not directions, so parallel bonds in a periodic surface can share the same vector. `Fintype ι` makes the set of bonds finite and `Nonempty ι` supplies at least one; a single broken bond is enough.

The hypotheses translate as follows.

- `hr` and `hb` say that r0 is positive and that every bond has length r0.
- `hφ : HasDerivAt φ 0 r0` says that φ is differentiable at r0 with slope zero. Physically, a bond of this length exerts no force. A minimum is not required.
- `hneg` says that φ(r0) < 0, so the bond binds.

In the conclusion `HasDerivAt (excessEnergy φ b e) 0 0`, the first zero is the value of the derivative and the second is the strain parameter at which it is taken. The strain `e : V →ₗ[ℝ] V` is any linear map, so in-plane stretches, shears and infinitesimal rotations are all covered. Since `excessEnergy` is a total and not an energy per area, its derivative under an in-plane strain is the area times the surface-stress component belonging to that strain.

The model has no temperature, no many-body forces and no second shell of neighbours at another distance. All bonds follow the same linear map, so atoms in the surface layer do not rearrange separately.

## First-order change of a bond length

Let b be a non-zero bond and c the rate at which its end is displaced. The squared length is

‖b + t c‖² = ‖b‖² + 2t ⟨b, c⟩ + t² ‖c‖².

Its derivative at t = 0 is 2⟨b, c⟩. Because ‖b‖² > 0, the square root is differentiable there, and

d/dt ‖b + t c‖ at t = 0 equals 2⟨b, c⟩ / (2‖b‖) = ⟨b, c⟩ / ‖b‖.

Only the component of the displacement along the bond matters at first order.

## Positive energy, zero slope, and the converse

At t = 0 every bond has length r0, so

E(0) = −(N/2) φ(r0),

which is positive because N ≥ 1 and φ(r0) < 0.

Write f = φ′(r0) for the slope of the potential. The chain rule with c = e b_i gives

E′(0) = −(1/2) Σ_i f ⟨b_i, e b_i⟩ / r0.

If f = 0, every term vanishes, whatever e is.

Conversely, suppose that E′(0) = 0 for every e. Choose the uniform dilation, e b = b. Then ⟨b_i, b_i⟩ / r0 = r0, and

0 = E′(0) = −(N/2) f r0.

Since N and r0 are positive, f = 0. For bonds of a common length, the excess energy is stationary under all strains exactly when the bond force vanishes. The dilation used here also stretches the crystal along the surface normal. In-plane strains alone would not be enough for the converse: if every broken bond is perpendicular to the surface, an in-plane strain gives e b_i = 0, and the surface stress is zero whatever f is.

## A stretched bond shows the role of zero force

Remove the condition φ′(r0) = 0 and the conclusion fails for a single bond on a line. Take b = 1, r0 = 1, φ(r) = r − 2 and e the identity. This φ stands for a potential only near r = 1; it is not realistic at large distances. Then φ(1) = −1, and for small t

E(t) = −(1/2)(1 + t − 2) = 1/2 − t/2.

The energy E(0) = 1/2 is still positive, but E′(0) = −1/2. The bond was under tension before it was cut, and this shows up as a first-order change of the excess energy. On a line the strain runs along the bond and there is no in-plane direction, so this derivative is not itself a surface stress. A single stretched bond with a component in the surface plane does give one, under a stretch along that component.

## Energy per area under strain

Let A(t) be the surface area, with A(0) > 0 and A′(0) = τ A(0), so τ is the relative growth rate of the area. With γ(t) = E(t)/A(t) and E′(0) = 0, the quotient rule gives

γ′(0) = −E(0) A′(0) / A(0)² = −τ γ(0).

The same excess energy is spread over a larger area. Stretching both in-plane directions by one per cent enlarges the area by about two per cent and lowers γ by about two per cent. This is the zero-stress case of the Shuttleworth relation, taken along one strain path. In the Lean theorem `surfaceEnergy_hasDerivAt` the area function is supplied separately and is not computed from e.

## Finite strain and the Lennard-Jones case

Suppose now that φ(r0) ≤ φ(r) for all r > 0. As long as no strained bond has collapsed to zero length, each term obeys φ(‖b_i + t e b_i‖) ≥ φ(r0). Summing and multiplying by −1/2 reverses the inequality:

E(t) ≤ E(0).

A strained bond has at most as much binding to lose when it is cut. This does not mean that the crystal gains energy by straining, since E leaves out the elastic energy of the bulk.

The Lennard-Jones potential with well depth ε > 0,

φ(r) = ε((r0/r)¹² − 2(r0/r)⁶),

meets all these conditions. With x = (r0/r)⁶ it reads

φ = ε(x² − 2x) = ε(x − 1)² − ε,

which is never below −ε and equals −ε at r = r0. Its derivative is −(12ε/r)(x² − x), which is zero at x = 1. For a Lennard-Jones crystal the theorem applies when only nearest neighbours interact, at distance r0. With a longer range, the cut also breaks bonds of other lengths, where φ′ is not zero, and the surface stress need not vanish.

## The Lean file

```lean
import Mathlib

open Finset

namespace BrokenBondSurface

noncomputable section

variable {V ι : Type*} [NormedAddCommGroup V] [InnerProductSpace ℝ V] [Fintype ι]

/-- Excess energy of a surface with broken bonds `b i` and pair potential `φ`, when the
crystal is deformed by `t` times the strain `e`; each broken bond counts one half. -/
def excessEnergy (φ : ℝ → ℝ) (b : ι → V) (e : V →ₗ[ℝ] V) (t : ℝ) : ℝ :=
  -(1 / 2) * ∑ i, φ ‖b i + t • e (b i)‖

/-- Excess energy per current surface area `A t`, for strains at which `A t ≠ 0`. -/
def surfaceEnergy (φ : ℝ → ℝ) (b : ι → V) (e : V →ₗ[ℝ] V) (A : ℝ → ℝ) (t : ℝ) : ℝ :=
  excessEnergy φ b e t / A t

/-- The Lennard-Jones potential with well depth `ε` and equilibrium distance `r0`,
for distances `r ≠ 0`. -/
def lennardJones (ε r0 r : ℝ) : ℝ := ε * ((r0 / r) ^ 12 - 2 * (r0 / r) ^ 6)

/-- When the end of a non-zero bond `b` is displaced by `t • c`, the bond length changes at first
order by `t` times the component of `c` along the bond. -/
theorem bondLength_hasDerivAt {b : V} (c : V) (hb : b ≠ 0) :
    HasDerivAt (fun t : ℝ => ‖b + t • c‖) (inner ℝ b c / ‖b‖) 0 := by
  have h1 : HasDerivAt (fun t : ℝ => b + t • c) c 0 := by
    have h := ((hasDerivAt_id' (0 : ℝ)).smul_const c).const_add b
    rw [one_smul] at h
    exact h
  have hn : ‖b + (0 : ℝ) • c‖ ^ 2 ≠ 0 := by simpa using hb
  -- differentiate the squared length, then take the root
  have h3 := h1.norm_sq.sqrt hn
  simp only [zero_smul, add_zero, Real.sqrt_sq, norm_nonneg] at h3
  exact h3.congr_deriv (mul_div_mul_left _ _ two_ne_zero)

/-- Without strain, the excess energy is minus half the number of broken bonds times the
energy of one bond. -/
theorem excessEnergy_unstrained {φ : ℝ → ℝ} {b : ι → V} {r0 : ℝ}
    (hb : ∀ i, ‖b i‖ = r0) (e : V →ₗ[ℝ] V) :
    excessEnergy φ b e 0 = -(Fintype.card ι / 2 * φ r0) := by
  simp only [excessEnergy, zero_smul, add_zero, hb, sum_const, card_univ, nsmul_eq_mul]
  ring

/-- Broken bonds at a stationary, attractive point of the pair potential give a positive
excess energy whose first derivative vanishes for every strain. -/
theorem positive_energy_zero_stress [Nonempty ι] {φ : ℝ → ℝ} {b : ι → V} {r0 : ℝ}
    (hr : 0 < r0) (hb : ∀ i, ‖b i‖ = r0) (hφ : HasDerivAt φ 0 r0) (hneg : φ r0 < 0)
    (e : V →ₗ[ℝ] V) :
    0 < excessEnergy φ b e 0 ∧ HasDerivAt (excessEnergy φ b e) 0 0 := by
  constructor
  · rw [excessEnergy_unstrained hb]
    have hc : (0 : ℝ) < Fintype.card ι := by exact_mod_cast Fintype.card_pos
    nlinarith [mul_pos hc (neg_pos.mpr hneg)]
  · -- each bond energy is stationary by the chain rule
    have hbond : ∀ i, HasDerivAt (fun t : ℝ => φ ‖b i + t • e (b i)‖) 0 0 := by
      intro i
      have hne : b i ≠ 0 := norm_pos_iff.mp (by rw [hb i]; exact hr)
      have h := hφ.comp_of_eq (0 : ℝ) (bondLength_hasDerivAt (e (b i)) hne) (by simp [hb i])
      exact h.congr_deriv (zero_mul _)
    have h := (HasDerivAt.fun_sum (u := univ) fun i _ => hbond i).const_mul (-(1 / 2 : ℝ))
    exact h.congr_deriv (by simp)

/-- For broken bonds of common length `r0`, the excess energy is stationary under every
strain exactly when the pair force at `r0` vanishes. -/
theorem zero_stress_iff_zero_force [Nonempty ι] {φ : ℝ → ℝ} {b : ι → V} {r0 f : ℝ}
    (hr : 0 < r0) (hb : ∀ i, ‖b i‖ = r0) (hφ : HasDerivAt φ f r0) :
    (∀ e : V →ₗ[ℝ] V, HasDerivAt (excessEnergy φ b e) 0 0) ↔ f = 0 := by
  have hc : (0 : ℝ) < Fintype.card ι := by exact_mod_cast Fintype.card_pos
  have hbond : ∀ (e : V →ₗ[ℝ] V) (i : ι), HasDerivAt
      (fun t : ℝ => φ ‖b i + t • e (b i)‖) (f * (inner ℝ (b i) (e (b i)) / ‖b i‖)) 0 := by
    intro e i
    have hne : b i ≠ 0 := norm_pos_iff.mp (by rw [hb i]; exact hr)
    exact hφ.comp_of_eq (0 : ℝ) (bondLength_hasDerivAt (e (b i)) hne) (by simp [hb i])
  have hsum := fun e : V →ₗ[ℝ] V =>
    (HasDerivAt.fun_sum (u := univ) fun i _ => hbond e i).const_mul (-(1 / 2 : ℝ))
  constructor
  · intro h
    -- a uniform dilation stretches all bonds at the same rate
    have h0 := (h LinearMap.id).unique (hsum LinearMap.id)
    have hlen : r0 ^ 2 / r0 = r0 := by rw [pow_two, mul_div_assoc, div_self hr.ne', mul_one]
    simp only [LinearMap.id_apply, real_inner_self_eq_norm_sq, hb, hlen, sum_const,
      card_univ, nsmul_eq_mul] at h0
    have h1 : f * (Fintype.card ι * r0) = 0 := by linear_combination 2 * h0
    exact (mul_eq_zero.mp h1).resolve_right (mul_pos hc hr).ne'
  · intro hf e
    exact (hsum e).congr_deriv (by simp [hf])

/-- If the surface area grows at relative rate `τ` and the excess energy is stationary, the
energy per area changes at the rate `-τ` times its unstrained value. -/
theorem surfaceEnergy_hasDerivAt {φ : ℝ → ℝ} {b : ι → V} {e : V →ₗ[ℝ] V}
    {A : ℝ → ℝ} {τ : ℝ} (hE : HasDerivAt (excessEnergy φ b e) 0 0)
    (hA0 : 0 < A 0) (hA : HasDerivAt A (A 0 * τ) 0) :
    HasDerivAt (surfaceEnergy φ b e A) (-(τ * surfaceEnergy φ b e A 0)) 0 := by
  have h := hE.fun_div hA hA0.ne'
  refine h.congr_deriv ?_
  have hc : excessEnergy φ b e 0 / A 0 * A 0 = excessEnergy φ b e 0 :=
    div_mul_cancel₀ _ hA0.ne'
  rw [surfaceEnergy, div_eq_iff (pow_ne_zero 2 hA0.ne')]
  linear_combination (τ * A 0) * hc

/-- If `r0` minimises the pair potential over positive distances, a finite strain that
collapses no broken bond cannot raise the excess energy above its unstrained value. -/
theorem excessEnergy_le_unstrained {φ : ℝ → ℝ} {b : ι → V} {r0 : ℝ}
    (hb : ∀ i, ‖b i‖ = r0) (hmin : ∀ r, 0 < r → φ r0 ≤ φ r) (e : V →ₗ[ℝ] V) (t : ℝ)
    (hne : ∀ i, b i + t • e (b i) ≠ 0) :
    excessEnergy φ b e t ≤ excessEnergy φ b e 0 := by
  have h : ∑ _i : ι, φ r0 ≤ ∑ i, φ ‖b i + t • e (b i)‖ :=
    sum_le_sum fun i _ => hmin _ (norm_pos_iff.mpr (hne i))
  simp only [excessEnergy, zero_smul, add_zero, hb]
  linarith

/-- The Lennard-Jones potential is stationary at `r0`, has the value `-ε` there, and is
nowhere lower at positive distances. -/
theorem lennardJones_well {ε r0 : ℝ} (hε : 0 < ε) (hr : 0 < r0) :
    HasDerivAt (lennardJones ε r0) 0 r0 ∧ lennardJones ε r0 r0 = -ε ∧
      ∀ r, 0 < r → lennardJones ε r0 r0 ≤ lennardJones ε r0 r := by
  have hval : lennardJones ε r0 r0 = -ε := by
    rw [lennardJones, div_self hr.ne']
    ring
  refine ⟨?_, hval, fun r _ => ?_⟩
  · have h := (hasDerivAt_const r0 r0).fun_div (hasDerivAt_id' r0) hr.ne'
    have h2 := ((h.fun_pow 12).fun_sub ((h.fun_pow 6).const_mul 2)).const_mul ε
    refine h2.congr_deriv ?_
    simp only [div_self hr.ne', one_pow]
    push_cast
    ring
  · -- the height above the minimum is a perfect square
    rw [hval, lennardJones]
    nlinarith [mul_nonneg hε.le (sq_nonneg ((r0 / r) ^ 6 - 1))]

/-- Broken Lennard-Jones bonds of equilibrium length have a positive excess energy that is
stationary under every strain. -/
theorem lennardJones_positive_energy_zero_stress [Nonempty ι] {b : ι → V} {ε r0 : ℝ}
    (hε : 0 < ε) (hr : 0 < r0) (hb : ∀ i, ‖b i‖ = r0) (e : V →ₗ[ℝ] V) :
    0 < excessEnergy (lennardJones ε r0) b e 0 ∧
      HasDerivAt (excessEnergy (lennardJones ε r0) b e) 0 0 := by
  obtain ⟨hd, hval, _⟩ := lennardJones_well hε hr
  exact positive_energy_zero_stress hr hb hd (by rw [hval]; linarith) e

end

end BrokenBondSurface
```

```lean
#print axioms BrokenBondSurface.positive_energy_zero_stress
-- 'BrokenBondSurface.positive_energy_zero_stress' depends on axioms: [propext, Classical.choice, Quot.sound]
#print axioms BrokenBondSurface.surfaceEnergy_hasDerivAt
-- 'BrokenBondSurface.surfaceEnergy_hasDerivAt' depends on axioms: [propext, Classical.choice, Quot.sound]
#print axioms BrokenBondSurface.excessEnergy_le_unstrained
-- 'BrokenBondSurface.excessEnergy_le_unstrained' depends on axioms: [propext, Classical.choice, Quot.sound]
#print axioms BrokenBondSurface.lennardJones_positive_energy_zero_stress
-- 'BrokenBondSurface.lennardJones_positive_energy_zero_stress' depends on axioms: [propext, Classical.choice, Quot.sound]
```

## How the proofs follow the derivation

`bondLength_hasDerivAt` differentiates the length by way of its square. The step `h1` records that the path b + t c has velocity c. Then `h1.norm_sq` differentiates the squared length and `.sqrt hn` takes the root, where `hn` supplies the non-zero value that the root needs. The last line cancels the common factor 2.

`excessEnergy_unstrained` sets t = 0, replaces every length by r0 and turns the constant sum into N times one term.

`positive_energy_zero_stress` has two halves. For the energy, `nlinarith` receives the product of the two positive numbers N and −φ(r0). For the derivative, `hbond` applies the chain rule through `comp_of_eq` to one bond; the factor 0 from `hφ` removes the geometric term by `zero_mul`. `HasDerivAt.fun_sum` adds the bonds and `const_mul` brings in the prefactor −1/2.

`zero_stress_iff_zero_force` repeats this with a general slope `f`, so that `hsum` holds the full formula for E′(0). In the forward direction the strain is `LinearMap.id`, the uniform dilation. A function has only one derivative at a point, so `unique` equates the assumed zero with the formula. After simplification, `linear_combination` yields f · (N r0) = 0, and the positive factor is discarded. In the reverse direction, putting f = 0 into `hsum` is enough.

`surfaceEnergy_hasDerivAt` is the quotient rule, `fun_div`, followed by algebra that brings the result into the form −τγ(0). It takes the stationarity of the excess energy as the hypothesis `hE`, which the main theorem provides for bonds at a stationary point.

`excessEnergy_le_unstrained` compares the two sums term by term with `sum_le_sum`. The hypothesis `hne` makes each strained length positive, so that `hmin` applies to it. No derivative enters, and t can have any size.

`lennardJones_well` computes the value at r0, differentiates r0/r and its powers, and proves the lower bound by handing `nlinarith` the non-negative quantity ε(x − 1)², the square completed above. `lennardJones_positive_energy_zero_stress` then feeds the slope and the value −ε into the main theorem, which gives the result for Lennard-Jones bonds of length r0, with no condition on the potential beyond ε > 0 and r0 > 0.
